# The gradient of the embedded-atom energy in one atom's position

Push one atom in a metal slightly to the side. Its distances to the other atoms change, and so does the electron density it sits in. The densities at its neighbours change too, because the moved atom contributes to them. In the embedded-atom model, what force does this produce?

Let atom i sit at x_i, and write r_ij = ‖x_i − x_j‖. Each atom contributes a density f(r) at distance r, F is the energy of embedding an atom in a given density, and φ is a pair potential:

ρ_i = ∑_{j≠i} f(r_ij)

E = ∑_i F(ρ_i) + ½ ∑_i ∑_{j≠i} φ(r_ij)

With u_kj = (x_k − x_j)/r_kj, the claim is

∇_k E = ∑_{j≠k} [φ'(r_kj) + (F'(ρ_k) + F'(ρ_j)) f'(r_kj)] u_kj

provided that no other atom sits at x_k and the functions are differentiable where they are evaluated. The force on atom k is −∇_k E.

## Differentiating bond by bond

Displace x_k by a small vector w. From r_kj² = ⟨x_k − x_j, x_k − x_j⟩ we get, to first order,

2 r_kj δr_kj = 2⟨x_k − x_j, w⟩

so ∇_k r_kj = u_kj, and ∇_k g(r_kj) = g'(r_kj) u_kj for any differentiable g.

All terms of ρ_k change, but only one term of ρ_i for i ≠ k:

∇_k ρ_k = ∑_{j≠k} f'(r_kj) u_kj

∇_k ρ_i = f'(r_ki) u_ki

By the chain rule, the embedding energies contribute

F'(ρ_k) ∑_{j≠k} f'(r_kj) u_kj + ∑_{j≠k} F'(ρ_j) f'(r_kj) u_kj

In the pair energy each bond of k occurs twice with weight ½, once in the sum of k and once in that of j, which gives ∑_{j≠k} φ'(r_kj) u_kj. Adding the two contributions gives the claim.

## A linear trimer

Put atoms 1, 2, 3 at −1, 0, 1 on a line, with f(r) = 8/r³, φ(r) = 4/r⁴ and F(ρ) = −2√ρ. Then ρ_1 = ρ_3 = 8 + 1 = 9 and ρ_2 = 16, so F' = −1/√ρ is −1/3 at the ends and −1/4 in the middle. For atom 3 the bond coefficients are

to atom 2: −16 + (−1/3 − 1/4)(−24) = −2

to atom 1: −1/2 + (−1/3 − 1/3)(−3/2) = 1/2

The gradient is −3/2 and the force 3/2, outward. Leaving out the neighbours' F' terms would give a gradient of −8.

## Energy and bond coefficient in Lean

The atoms are indexed by a finite type `ι`, and positions lie in a real inner product space `V`, for instance ℝ^d.

```lean
import Mathlib

open scoped InnerProductSpace

namespace EmbeddedAtom

noncomputable section

variable {ι : Type*} [Fintype ι] [DecidableEq ι]
variable {V : Type*} [NormedAddCommGroup V] [InnerProductSpace ℝ V]
```

One definition serves for both the density (`g = f`) and the pair sum (`g = φ`).

```lean
/-- The sum of `g (r_ij)` over all atoms `j ≠ i`. For `g = f` it is the electron density at
atom `i`. -/
def siteSum (g : ℝ → ℝ) (x : ι → V) (i : ι) : ℝ :=
  ∑ j ∈ Finset.univ.erase i, g ‖x i - x j‖

/-- The single-species embedded-atom energy: embedding energies `F (ρ_i)` plus half the sum of
`φ (r_ij)` over ordered pairs of different atoms. -/
def energy (F f φ : ℝ → ℝ) (x : ι → V) : ℝ :=
  ∑ i, F (siteSum f x i) + 1 / 2 * ∑ i, siteSum φ x i
```

The model has a single species and finitely many atoms, without periodic images.

```lean
/-- The unit vector pointing from `b` to `a`, for `a ≠ b`. -/
def unitVec (a b : V) : V := ‖a - b‖⁻¹ • (a - b)

/-- The coefficient `φ'(r_ij) + (F'(ρ_i) + F'(ρ_j)) f'(r_ij)` of the bond between two different
atoms `i` and `j`. -/
def bondSlope (F f φ : ℝ → ℝ) (x : ι → V) (i j : ι) : ℝ :=
  deriv φ ‖x i - x j‖ +
    (deriv F (siteSum f x i) + deriv F (siteSum f x j)) * deriv f ‖x i - x j‖
```

## Gradients of distances and site sums

`HasGradientAt` says that a function is differentiable at a point and that its derivative in direction w is the inner product of the stated vector with w. Completeness of `V`, automatic for ℝ^d, is assumed from here on.

The first lemma is the radial step. As in the derivation above, it differentiates the squared distance, here followed by a square root, and then applies the chain rule to `g`.

```lean
variable [CompleteSpace V]

/-- Away from the fixed point `a`, a radial function `g (‖y - a‖)` has gradient `g'` times the
unit vector from `a` to `y`, if `g` is differentiable at that distance. -/
theorem hasGradientAt_radial {g : ℝ → ℝ} {y a : V} (hya : y ≠ a)
    (hg : DifferentiableAt ℝ g ‖y - a‖) :
    HasGradientAt (fun z => g ‖z - a‖) (deriv g ‖y - a‖ • unitVec y a) y := by
  have hr : ‖y - a‖ ≠ 0 := norm_ne_zero_iff.mpr (sub_ne_zero.mpr hya)
  have h1 : HasFDerivAt (fun z : V => z - a) (ContinuousLinearMap.id ℝ V) y :=
    (hasFDerivAt_id y).sub_const a
  -- the distance is the square root of the squared distance
  have h2 : HasFDerivAt (fun z : V => ‖z - a‖) (innerSL ℝ (unitVec y a)) y := by
    have e : (fun z : V => ‖z - a‖) = fun z => √(‖z - a‖ ^ 2) := by
      funext z
      rw [Real.sqrt_sq (norm_nonneg _)]
    rw [e]
    refine (h1.norm_sq.sqrt (pow_ne_zero 2 hr)).congr_fderiv ?_
    ext w
    simp [unitVec, Real.sqrt_sq]
    field_simp
  rw [hasGradientAt_iff_hasFDerivAt]
  refine (HasDerivAt.comp_hasFDerivAt (f := fun z : V => ‖z - a‖) y
    hg.hasDerivAt h2).congr_fderiv ?_
  ext w
  simp
```

`Function.update x k y` is the configuration with atom k moved to y and all others held fixed. For the moved atom's own sum, the radial lemma applies to every term.

```lean
/-- The gradient of atom `k`'s own site sum in its position is the sum over `j ≠ k` of `g'(r_kj)`
times the unit vector from `j` to `k`, provided that no other atom sits at `x k` and `g` is
differentiable at the distances from `k`. -/
theorem hasGradientAt_siteSum_self {g : ℝ → ℝ} {x : ι → V} {k : ι}
    (hx : ∀ j, j ≠ k → x k ≠ x j) (hg : ∀ j, j ≠ k → DifferentiableAt ℝ g ‖x k - x j‖) :
    HasGradientAt (fun y => siteSum g (Function.update x k y) k)
      (∑ j ∈ Finset.univ.erase k, deriv g ‖x k - x j‖ • unitVec (x k) (x j)) (x k) := by
  have e : (fun y => siteSum g (Function.update x k y) k) =
      fun y => ∑ j ∈ Finset.univ.erase k, g ‖y - x j‖ := by
    funext y
    unfold siteSum
    refine Finset.sum_congr rfl fun j hj => ?_
    rw [Function.update_self, Function.update_of_ne (Finset.ne_of_mem_erase hj)]
  rw [e, hasGradientAt_iff_hasFDerivAt, map_sum]
  exact HasFDerivAt.fun_sum fun j hj => (hasGradientAt_radial
    (hx j (Finset.ne_of_mem_erase hj)) (hg j (Finset.ne_of_mem_erase hj))).hasFDerivAt
```

For another atom i, the equation `e` isolates the one term that depends on y; the remainder is constant.

```lean
/-- The gradient of another atom `i`'s site sum in the position of atom `k` is `g'(r_ki)` times the
unit vector from `i` to `k`, provided that the two positions differ and `g` is differentiable at
their distance. -/
theorem hasGradientAt_siteSum_other {g : ℝ → ℝ} {x : ι → V} {k i : ι} (hik : i ≠ k)
    (hx : x k ≠ x i) (hg : DifferentiableAt ℝ g ‖x k - x i‖) :
    HasGradientAt (fun y => siteSum g (Function.update x k y) i)
      (deriv g ‖x k - x i‖ • unitVec (x k) (x i)) (x k) := by
  have e : (fun y => siteSum g (Function.update x k y) i) = fun y =>
      g ‖y - x i‖ + ∑ j ∈ (Finset.univ.erase i).erase k, g ‖x i - x j‖ := by
    funext y
    unfold siteSum
    rw [← Finset.add_sum_erase _ _ (Finset.mem_erase.mpr ⟨hik.symm, Finset.mem_univ k⟩)]
    refine congrArg₂ (· + ·) ?_ (Finset.sum_congr rfl fun j hj => ?_)
    · rw [Function.update_self, Function.update_of_ne hik, norm_sub_rev]
    · rw [Function.update_of_ne hik, Function.update_of_ne (Finset.ne_of_mem_erase hj)]
  rw [e, hasGradientAt_iff_hasFDerivAt]
  exact (hasGradientAt_radial hx hg).hasFDerivAt.add_const _
```

## The full gradient

The hypothesis `hx` separates atom k from the others, which may coincide among themselves. Differentiability is required only at the densities and distances that occur, so a cutoff with a kink is excluded only when a distance from k falls on it.

In the proof, `site` is the chain rule for one atom's energy, and `e` splits off the moved atom. The final `module` adds the two halves of φ' and the two F' terms in each bond.

```lean
/-- The gradient of the embedded-atom energy in the position of atom `k` is the sum over `j ≠ k`
of `φ'(r_kj) + (F'(ρ_k) + F'(ρ_j)) f'(r_kj)` times the unit vector from `j` to `k`. No other atom
sits at `x k`, `F` is differentiable at the densities, and `f`, `φ` at the distances from `k`. -/
theorem hasGradientAt_energy {F f φ : ℝ → ℝ} {x : ι → V} {k : ι}
    (hx : ∀ j, j ≠ k → x k ≠ x j) (hF : ∀ i, DifferentiableAt ℝ F (siteSum f x i))
    (hf : ∀ j, j ≠ k → DifferentiableAt ℝ f ‖x k - x j‖)
    (hφ : ∀ j, j ≠ k → DifferentiableAt ℝ φ ‖x k - x j‖) :
    HasGradientAt (fun y => energy F f φ (Function.update x k y))
      (∑ j ∈ Finset.univ.erase k, bondSlope F f φ x k j • unitVec (x k) (x j)) (x k) := by
  -- chain rule for the energy of one site
  have site : ∀ (i : ι) (v w : V),
      HasGradientAt (fun y => siteSum f (Function.update x k y) i) v (x k) →
      HasGradientAt (fun y => siteSum φ (Function.update x k y) i) w (x k) →
      HasGradientAt (fun y => F (siteSum f (Function.update x k y) i) +
        1 / 2 * siteSum φ (Function.update x k y) i)
        (deriv F (siteSum f x i) • v + (1 / 2 : ℝ) • w) (x k) := by
    intro i v w hv hw
    have hFi : HasDerivAt F (deriv F (siteSum f x i))
        (siteSum f (Function.update x k (x k)) i) := by
      rw [Function.update_eq_self]
      exact (hF i).hasDerivAt
    rw [hasGradientAt_iff_hasFDerivAt]
    refine ((HasDerivAt.comp_hasFDerivAt (f := fun y => siteSum f (Function.update x k y) i)
      (x k) hFi hv.hasFDerivAt).fun_add (hw.hasFDerivAt.const_mul (1 / 2))).congr_fderiv ?_
    ext u
    simp
  -- separate the moved atom from the others
  have e : (fun y => energy F f φ (Function.update x k y)) = fun y =>
      (F (siteSum f (Function.update x k y) k) + 1 / 2 * siteSum φ (Function.update x k y) k) +
      ∑ i ∈ Finset.univ.erase k, (F (siteSum f (Function.update x k y) i) +
        1 / 2 * siteSum φ (Function.update x k y) i) := by
    funext y
    have a := Finset.add_sum_erase Finset.univ
      (fun i => F (siteSum f (Function.update x k y) i)) (Finset.mem_univ k)
    have b := Finset.add_sum_erase Finset.univ
      (fun i => siteSum φ (Function.update x k y) i) (Finset.mem_univ k)
    unfold energy
    rw [Finset.sum_add_distrib, ← Finset.mul_sum]
    linear_combination -a - 1 / 2 * b
  rw [e, hasGradientAt_iff_hasFDerivAt]
  refine ((site k _ _ (hasGradientAt_siteSum_self hx hf)
    (hasGradientAt_siteSum_self hx hφ)).hasFDerivAt.fun_add
    (HasFDerivAt.fun_sum fun i hi =>
      have h := Finset.ne_of_mem_erase hi
      (site i _ _ (hasGradientAt_siteSum_other h (hx i h) (hf i h))
        (hasGradientAt_siteSum_other h (hx i h) (hφ i h))).hasFDerivAt)).congr_fderiv ?_
  rw [← map_sum, ← map_add]
  congr 1
  -- collect the contributions bond by bond
  rw [Finset.smul_sum, Finset.smul_sum, ← Finset.sum_add_distrib, ← Finset.sum_add_distrib]
  refine Finset.sum_congr rfl fun j _ => ?_
  unfold bondSlope
  module
```

If F' is constant, the bond coefficients depend on the distances alone, as for a pair potential. Otherwise the formula for the force on an atom evaluates F' at its neighbours' densities as well as at its own.

## Square-root embedding

For F(ρ) = −A√ρ, the Finnis–Sinclair form, F'(ρ) = −A/(2√ρ). Densities are assumed positive because the square root has no derivative at zero; this excludes an isolated atom. The proof substitutes this derivative into the general theorem.

```lean
/-- For the Finnis–Sinclair embedding function `-A √ρ` and positive densities, each bond of atom
`k` enters the gradient with `φ' - (A/2) (1/√ρ_k + 1/√ρ_j) f'`. No other atom sits at `x k`, and
`f`, `φ` are differentiable at the distances from `k`. -/
theorem hasGradientAt_finnisSinclair (A : ℝ) {f φ : ℝ → ℝ} {x : ι → V} {k : ι}
    (hx : ∀ j, j ≠ k → x k ≠ x j) (hρ : ∀ i, 0 < siteSum f x i)
    (hf : ∀ j, j ≠ k → DifferentiableAt ℝ f ‖x k - x j‖)
    (hφ : ∀ j, j ≠ k → DifferentiableAt ℝ φ ‖x k - x j‖) :
    HasGradientAt (fun y => energy (fun ρ => -A * √ρ) f φ (Function.update x k y))
      (∑ j ∈ Finset.univ.erase k, (deriv φ ‖x k - x j‖ -
        A / 2 * (1 / √(siteSum f x k) + 1 / √(siteSum f x j)) * deriv f ‖x k - x j‖) •
          unitVec (x k) (x j)) (x k) := by
  have hd : ∀ i, HasDerivAt (fun ρ => -A * √ρ) (-A * (1 / (2 * √(siteSum f x i))))
      (siteSum f x i) := fun i => (Real.hasDerivAt_sqrt (hρ i).ne').const_mul (-A)
  have h := hasGradientAt_energy hx (fun i => (hd i).differentiableAt) hf hφ
  convert h using 1
  refine Finset.sum_congr rfl fun j _ => ?_
  unfold bondSlope
  rw [(hd k).deriv, (hd j).deriv]
  congr 1
  ring

end

end EmbeddedAtom
```

```lean
#print axioms EmbeddedAtom.hasGradientAt_energy
#print axioms EmbeddedAtom.hasGradientAt_finnisSinclair
```

```
'EmbeddedAtom.hasGradientAt_energy' depends on axioms: [propext, Classical.choice, Quot.sound]
'EmbeddedAtom.hasGradientAt_finnisSinclair' depends on axioms: [propext, Classical.choice, Quot.sound]
```
